# The Least Number of Normal Stresses That Determine a Symmetric Stress Is n(n+1)/2

A crystal carries a uniform but unknown stress. Across a plane with unit normal $u$ we can find the normal component of the traction, $u\cdot\sigma u$, but not its shear components. How many planes are needed to recover all of $\sigma$, and which ones will do? In $n$ dimensions, $n(n+1)/2$ well-chosen directions suffice for exact readings of a symmetric stress, and no smaller number does. In three dimensions this makes six.

```lean
import Mathlib

open Matrix

namespace NormalStressMeasurements

noncomputable section

variable {n : ℕ}
```

## Stress, readings and directions

The stress is a real $n\times n$ matrix $\sigma$, in fixed Cartesian axes and fixed units. Its normal stress along $u$ is

$$N_\sigma(u)=u\cdot\sigma u=\sum_{a,b}u_a\,\sigma_{ab}\,u_b .$$

The definition accepts any vector $u$; the value is the physical normal stress when $u$ has unit length.

```lean
/-- The normal stress `u · σ u` of the stress `σ` along the direction `u`. -/
def normalStress (σ : Matrix (Fin n) (Fin n) ℝ) (u : Fin n → ℝ) : ℝ :=
  u ⬝ᵥ σ *ᵥ u
```

The first directions to try are the coordinate axes $e_i$.

```lean
/-- The coordinate direction `e_i`. -/
def axis (i : Fin n) : Fin n → ℝ := Pi.single i 1
```

The axes alone can miss a pure shear: for $n=2$, the stress with $\sigma_{12}=\sigma_{21}=1$ and zero diagonal has no normal stress along $e_1$ or $e_2$. The bisectors $b_{ij}=(e_i+e_j)/\sqrt2$ respond to it.

```lean
/-- The direction `(e_i + e_j) / √2`. -/
def bisector (i j : Fin n) : Fin n → ℝ := (√2)⁻¹ • (axis i + axis j)
```

The standard family consists of all axes and one bisector for each pair $i<j$. Its index type is a disjoint sum, with `.inl i` for an axis and `.inr p` for a bisector.

```lean
/-- The standard measurement directions: all axes `e_i`, and all bisectors
`(e_i + e_j) / √2` with `i < j`. -/
def standardDirection :
    Fin n ⊕ {p : Fin n × Fin n // p.1 < p.2} → Fin n → ℝ
  | .inl i => axis i
  | .inr p => bisector p.1.1 p.1.2
```

A family of directions determines the stress if two symmetric stresses with equal readings along it are equal. Symmetry, which expresses the balance of angular momentum in the absence of body couples and couple stresses, is assumed here. It is easily forgotten in such a definition, and for $n\ge2$ no family would then qualify: an antisymmetric matrix has $u\cdot\sigma u=0$ for every $u$.

```lean
/-- A family of directions determines the stress if two symmetric stresses with the same
normal stresses along the family are equal. -/
def DeterminesStress {ι : Type*} (u : ι → Fin n → ℝ) : Prop :=
  ∀ σ τ : Matrix (Fin n) (Fin n) ℝ, σ.IsSymm → τ.IsSymm →
    (∀ k, normalStress σ (u k) = normalStress τ (u k)) → σ = τ
```

A symmetric stress has one free component for each unordered pair of indices, with $i=j$ allowed. Lean's type for such pairs is `Sym2 (Fin n)`, and any real function $c$ on it gives a symmetric stress $\sigma_{ij}=c(\{i,j\})$.

```lean
/-- The symmetric stress whose components are prescribed on unordered pairs of indices. -/
def stressOfPairs (c : Sym2 (Fin n) → ℝ) : Matrix (Fin n) (Fin n) ℝ :=
  Matrix.of fun i j => c s(i, j)
```

## The standard directions are unit vectors

The normalisation of the bisectors enters only through $(1/\sqrt2)^2=1/2$.

```lean
lemma inv_sqrt_two_mul_self : (√2)⁻¹ * (√2)⁻¹ = (1 / 2 : ℝ) := by
  rw [← mul_inv, Real.mul_self_sqrt (by norm_num)]
  norm_num
```

Since $e_i\cdot e_j=\delta_{ij}$, the axes have unit length, and for $i\neq j$

$$b_{ij}\cdot b_{ij}=\tfrac12(1+0+0+1)=1 .$$

The proof first establishes the products of the axes as `dot`, then expands the bisector and inserts the factor $1/2$.

```lean
/-- Every standard measurement direction is a unit vector. -/
theorem standardDirection_unit (k : Fin n ⊕ {p : Fin n × Fin n // p.1 < p.2}) :
    standardDirection k ⬝ᵥ standardDirection k = 1 := by
  have dot : ∀ a b : Fin n, axis a ⬝ᵥ axis b = if a = b then 1 else 0 := by
    intro a b
    by_cases h : a = b
    · subst h
      simp [axis]
    · simp [axis, h, Ne.symm h]
  rcases k with i | ⟨⟨i, j⟩, hij⟩
  · simp [standardDirection, dot]
  · have hne : i ≠ j := ne_of_lt hij
    simp only [standardDirection, bisector, smul_dotProduct, dotProduct_smul, smul_eq_mul,
      add_dotProduct, dotProduct_add, dot, hne, hne.symm, ↓reduceIte]
    linear_combination 2 * inv_sqrt_two_mul_self
```

## Solving for a component

Along an axis, $N_\sigma(e_i)=\sigma_{ii}$. Along a bisector,

$$N_\sigma(b_{ij})=\tfrac12(\sigma_{ii}+\sigma_{ij}+\sigma_{ji}+\sigma_{jj})=\sigma_{ij}+\tfrac12(\sigma_{ii}+\sigma_{jj}),$$

where the last step uses $\sigma_{ji}=\sigma_{ij}$. Hence

$$\sigma_{ij}=N_\sigma(b_{ij})-\tfrac12\bigl(N_\sigma(e_i)+N_\sigma(e_j)\bigr).$$

In the proof, `key` is the statement $e_a\cdot\sigma e_b=\sigma_{ab}$ and `hs` is the symmetry. The formula also holds for $i=j$, where $b_{ii}=\sqrt2\,e_i$ is not a unit vector.

```lean
/-- A component of a symmetric stress is the normal stress along the bisector of two axes
minus the mean of the normal stresses along these axes. -/
theorem component_eq_normalStress (σ : Matrix (Fin n) (Fin n) ℝ) (hσ : σ.IsSymm)
    (i j : Fin n) :
    σ i j = normalStress σ (bisector i j)
      - (normalStress σ (axis i) + normalStress σ (axis j)) / 2 := by
  have key : ∀ a b : Fin n, axis a ⬝ᵥ σ *ᵥ axis b = σ a b := by
    intro a b
    simp [axis]
  have hs : σ j i = σ i j := hσ.apply i j
  simp only [normalStress, bisector, Matrix.mulVec_smul, Matrix.mulVec_add, smul_dotProduct,
    dotProduct_smul, smul_eq_mul, add_dotProduct, dotProduct_add, key, hs]
  linear_combination (-(σ i i + 2 * σ i j + σ j j)) * inv_sqrt_two_mul_self
```

Now let $\sigma$ and $\tau$ be symmetric with equal readings along the standard family. The formula gives $\sigma_{ij}=\tau_{ij}$ for $i<j$, the axis readings give the diagonal, and symmetry carries the equality to $j<i$. The proof splits into the same three cases.

```lean
/-- The normal stresses along all `e_i` and all `(e_i + e_j) / √2` with `i < j` determine
a symmetric stress. -/
theorem standardDirection_determines :
    DeterminesStress (standardDirection (n := n)) := by
  intro σ τ hσ hτ h
  have ha : ∀ i, normalStress σ (axis i) = normalStress τ (axis i) := fun i => h (.inl i)
  have hlt : ∀ i j, i < j → σ i j = τ i j := by
    intro i j hij
    have hb : normalStress σ (bisector i j) = normalStress τ (bisector i j) :=
      h (.inr ⟨(i, j), hij⟩)
    rw [component_eq_normalStress σ hσ i j, component_eq_normalStress τ hτ i j,
      hb, ha i, ha j]
  ext i j
  rcases lt_trichotomy i j with hij | hij | hij
  · exact hlt i j hij
  · subst hij
    simpa [normalStress, axis] using ha i
  · -- below the diagonal, use the symmetry of both stresses
    exact (hσ.apply i j).symm.trans ((hlt j i hij).trans (hτ.apply i j))
```

## Counting the directions

Let $P$ be the number of pairs with $i<j$. Exchanging the indices shows that there are also $P$ pairs with $j<i$, and $n$ pairs lie on the diagonal. Therefore $n^2=2P+n$, and the number of standard directions is

$$n+P=\frac{n(n+1)}2 .$$

Lean writes each count as a double sum of zeros and ones; `hswap` is the exchange of indices and `hall` the total $n^2$.

```lean
/-- There are `n(n+1)/2` standard measurement directions. -/
theorem card_standardDirection (n : ℕ) :
    Fintype.card (Fin n ⊕ {p : Fin n × Fin n // p.1 < p.2}) = n * (n + 1) / 2 := by
  have hc : Fintype.card {p : Fin n × Fin n // p.1 < p.2}
      = ∑ i : Fin n, ∑ j : Fin n, (if i < j then 1 else 0 : ℕ) := by
    rw [Fintype.card_subtype, Finset.card_filter, Fintype.sum_prod_type]
  have hswap : ∑ i : Fin n, ∑ j : Fin n, (if j < i then 1 else 0 : ℕ)
      = ∑ i : Fin n, ∑ j : Fin n, (if i < j then 1 else 0 : ℕ) := Finset.sum_comm
  have hdiag : ∑ i : Fin n, ∑ j : Fin n, (if i = j then 1 else 0 : ℕ) = n := by simp
  -- each ordered pair lies above, below or on the diagonal
  have hall : ∑ i : Fin n, ∑ j : Fin n, ((if i < j then 1 else 0 : ℕ)
      + (if j < i then 1 else 0 : ℕ) + (if i = j then 1 else 0 : ℕ)) = n * n := by
    have h1 : ∀ i j : Fin n, (if i < j then 1 else 0 : ℕ)
        + (if j < i then 1 else 0 : ℕ) + (if i = j then 1 else 0 : ℕ) = 1 := by
      intro i j
      simp only [Fin.lt_def, Fin.ext_iff]
      split_ifs <;> omega
    simp [h1]
  simp only [Finset.sum_add_distrib] at hall
  rw [hswap, hdiag, ← hc] at hall
  rw [Fintype.card_sum, Fintype.card_fin]
  have h2 : n * (n + 1) = 2 * (n + Fintype.card {p : Fin n × Fin n // p.1 < p.2}) := by
    linarith
  rw [h2]
  omega
```

## Fewer readings leave a stress undetected

Take $M<n(n+1)/2$ directions $u_k$. The readings depend linearly on the independent components $c$, so they define a linear map

$$f:\mathbb R^{n(n+1)/2}\to\mathbb R^M,\qquad f(c)_k=N_{\sigma(c)}(u_k).$$

Its domain has larger dimension than its target, so some $c\neq0$ satisfies $f(c)=0$. The stress $\sigma(c)$ is symmetric, has zero reading along every $u_k$, and is nonzero because its entries are the values of $c$. The code builds `f`, compares the dimensions in `hr`, takes `c` from the kernel and checks these three properties. The $u_k$ may be any vectors, so unit directions are included.

```lean
/-- For fewer than `n(n+1)/2` directions, some nonzero symmetric stress has zero normal
stress along every one of them. -/
theorem exists_undetected_stress {ι : Type*} [Fintype ι] (u : ι → Fin n → ℝ)
    (h : Fintype.card ι < n * (n + 1) / 2) :
    ∃ σ : Matrix (Fin n) (Fin n) ℝ, σ.IsSymm ∧ σ ≠ 0 ∧ ∀ k, normalStress σ (u k) = 0 := by
  -- the readings depend linearly on the independent stress components
  let f : (Sym2 (Fin n) → ℝ) →ₗ[ℝ] (ι → ℝ) :=
    { toFun := fun c k => normalStress (stressOfPairs c) (u k)
      map_add' := by
        intro c d
        ext k
        have e : stressOfPairs (c + d) = stressOfPairs c + stressOfPairs d := rfl
        simp [e, normalStress, Matrix.add_mulVec, dotProduct_add]
      map_smul' := by
        intro r c
        ext k
        have e : stressOfPairs (r • c) = r • stressOfPairs c := rfl
        simp [e, normalStress, Matrix.smul_mulVec, dotProduct_smul] }
  have hr : Module.finrank ℝ (ι → ℝ) < Module.finrank ℝ (Sym2 (Fin n) → ℝ) := by
    simp only [Module.finrank_fintype_fun_eq_card]
    rw [Sym2.card, Fintype.card_fin, Nat.choose_two_right, Nat.add_sub_cancel,
      mul_comm (n + 1) n]
    exact h
  -- fewer readings than components leave a nonzero kernel vector
  obtain ⟨c, hc, hne⟩ :=
    (Submodule.ne_bot_iff _).1 (LinearMap.ker_ne_bot_of_finrank_lt (f := f) hr)
  refine ⟨stressOfPairs c, ?_, ?_, ?_⟩
  · apply Matrix.IsSymm.ext
    intro i j
    exact congrArg c Sym2.eq_swap
  · intro h0
    apply hne
    funext z
    induction z using Sym2.ind with
    | _ i j => exact congrFun (congrFun h0 i) j
  · intro k
    exact congrFun (LinearMap.mem_ker.1 hc) k
```

It follows that a determining family has at least $n(n+1)/2$ members: with fewer, the undetected stress and the zero stress would have the same readings.

```lean
/-- Every finite family of directions that determines the stress has at least `n(n+1)/2`
members. -/
theorem card_le_of_determines {ι : Type*} [Fintype ι] (u : ι → Fin n → ℝ)
    (hu : DeterminesStress u) : n * (n + 1) / 2 ≤ Fintype.card ι := by
  by_contra hlt
  obtain ⟨σ, hs, hne, hz⟩ := exists_undetected_stress u (not_le.1 hlt)
  refine hne (hu σ 0 hs Matrix.isSymm_zero fun k => ?_)
  rw [hz k]
  simp [normalStress]
```

The final theorem joins the four statements: unit length, number, determination, and failure for every smaller number $m$ of directions.

```lean
/-- The standard directions are `n(n+1)/2` unit vectors whose normal stresses determine a
symmetric stress, whereas for any smaller number of directions some nonzero symmetric stress
has zero normal stress along all of them. -/
theorem minimal_normal_stress_measurements (n : ℕ) :
    (∀ k, standardDirection (n := n) k ⬝ᵥ standardDirection k = 1) ∧
    Fintype.card (Fin n ⊕ {p : Fin n × Fin n // p.1 < p.2}) = n * (n + 1) / 2 ∧
    DeterminesStress (standardDirection (n := n)) ∧
    ∀ m < n * (n + 1) / 2, ∀ u : Fin m → Fin n → ℝ,
      ∃ σ : Matrix (Fin n) (Fin n) ℝ,
        σ.IsSymm ∧ σ ≠ 0 ∧ ∀ k, normalStress σ (u k) = 0 :=
  ⟨standardDirection_unit, card_standardDirection n, standardDirection_determines,
    fun m hm u => exists_undetected_stress u (by rw [Fintype.card_fin]; exact hm)⟩

end

end NormalStressMeasurements
```

```lean
#print axioms NormalStressMeasurements.card_le_of_determines
#print axioms NormalStressMeasurements.minimal_normal_stress_measurements
```

```
'NormalStressMeasurements.card_le_of_determines' depends on axioms: [propext, Classical.choice, Quot.sound]
'NormalStressMeasurements.minimal_normal_stress_measurements' depends on axioms: [propext, Classical.choice, Quot.sound]
```

## Rosettes and least-squares fits

The same algebra applies to a symmetric strain. A rosette of three strain gauges at 0°, 45° and 90° uses the case $n=2$: the tensor shear strain is the 45° reading minus the mean of the other two.

In a program for $n=3$, each direction contributes one row

$$(u_1^2,\;u_2^2,\;u_3^2,\;2u_2u_3,\;2u_1u_3,\;2u_1u_2)$$

acting on $(\sigma_{11},\sigma_{22},\sigma_{33},\sigma_{23},\sigma_{13},\sigma_{12})$, and the fit is unique when the matrix of rows has rank six. Six directions are not enough by their number alone: if all of them are perpendicular to $e_3$, then $\sigma_{33}$ never enters a reading.

For a stress tensor from an electronic-structure or molecular-dynamics calculation, this gives the least number of directions whose exact normal stresses can fix the whole tensor when nothing is known beforehand except $\sigma_{ij}=\sigma_{ji}$. A known crystal symmetry can lower the number: a stress invariant under a cubic point group is a multiple of the identity, and one reading fixes it. The diagonal entries alone are the readings along the axes, and for $n\ge2$ they are not enough. Noise, stress that varies in space and measurements of shear traction are not part of the model.
